# With one orthonormal orbital per atom, the squared per-spin density-matrix elements between an atom and the others sum to at most 1/4

The model is one of non-interacting electrons on finitely many atoms, with one orthonormal orbital each and a real symmetric Hamiltonian `H`. Its density matrix per spin, P, projects onto the eigenvectors of negative eigenvalue, so those levels are filled and all others, including any at zero energy, are empty. The theorem says that for an atom i and any set s of atoms not containing i, the sum of P_ij² over j in s is at most 1/4. The attempt shows that P is symmetric and equal to its own square, which makes P_ii the sum of P_ij² over all j. Keeping only the terms for i and s then bounds the wanted sum by P_ii − P_ii², which is never more than 1/4.

Lean 4 with Mathlib refuses this proof:

```lean
import Mathlib

open Matrix

namespace SumSqDensityLe

noncomputable section

variable {N : ℕ} {H : Matrix (Fin N) (Fin N) ℝ}

/-- The matrix whose columns are orthonormal eigenvectors of `H`. -/
def modes (hH : H.IsHermitian) : Matrix (Fin N) (Fin N) ℝ := hH.eigenvectorUnitary

/-- The density matrix per spin: the projector on the eigenvectors of negative eigenvalue. -/
def densityMatrix (hH : H.IsHermitian) : Matrix (Fin N) (Fin N) ℝ :=
  modes hH * diagonal (fun k => if hH.eigenvalues k < 0 then 1 else 0) * (modes hH)ᵀ

/-- The columns of `modes` are orthonormal, and each is an eigenvector of `H`. -/
theorem modes_spec (hH : H.IsHermitian) : (modes hH)ᵀ * modes hH = 1 ∧
    H * modes hH = modes hH * diagonal hH.eigenvalues := by
  constructor
  · have h := Matrix.mem_unitaryGroup_iff'.mp hH.eigenvectorUnitary.2
    rw [star_eq_conjTranspose, conjTranspose_eq_transpose_of_trivial] at h
    exact h
  · ext i k
    have h := congrFun (hH.mulVec_eigenvectorBasis k) i
    simp only [mulVec, dotProduct, Pi.smul_apply, smul_eq_mul] at h
    rw [mul_diagonal, mul_apply]
    simp only [modes, IsHermitian.eigenvectorUnitary_apply]
    linear_combination h

/-- The squared density-matrix elements between one atom and any set of other atoms
sum to at most `1/4`. -/
theorem sum_sq_density_le (hH : H.IsHermitian) (i : Fin N) (s : Finset (Fin N))
    (hi : i ∉ s) : ∑ j ∈ s, densityMatrix hH i j ^ 2 ≤ 1 / 4 := by
  have h1 := (modes_spec hH).1
  have hsymm : (densityMatrix hH)ᵀ = densityMatrix hH := by
    simp only [densityMatrix, transpose_mul, transpose_transpose, diagonal_transpose,
      Matrix.mul_assoc]
  have hidem : densityMatrix hH * densityMatrix hH = densityMatrix hH := by
    unfold densityMatrix
    rw [Matrix.mul_assoc, ← Matrix.mul_assoc (modes hH)ᵀ, ← Matrix.mul_assoc (modes hH)ᵀ,
      h1, Matrix.one_mul, ← Matrix.mul_assoc, Matrix.mul_assoc (modes hH),
      diagonal_mul_diagonal]
    simp
  -- the diagonal element is the sum of squares along its row
  have h : densityMatrix hH i i = ∑ j, densityMatrix hH i j ^ 2 := by
    have h2 := congrFun (congrFun hidem i) i
    rw [mul_apply] at h2
    refine h2.symm.trans (Finset.sum_congr rfl fun j _ => ?_)
    have h3 : densityMatrix hH j i = densityMatrix hH i j := congrFun (congrFun hsymm i) j
    rw [h3, sq]
  have h4 := Finset.sum_le_sum_of_subset_of_nonneg (Finset.subset_univ (insert i s))
    (fun j _ _ => sq_nonneg (densityMatrix hH i j))
  rw [Finset.sum_insert hi, ← h] at h4
  nlinarith [sq_nonneg (densityMatrix hH i i - 1 / 2)]

end

end SumSqDensityLe
```

Lean reports:

```
Main.lean:40:73: error: unsolved goals
N : ℕ
H : Matrix (Fin N) (Fin N) ℝ
hH : H.IsHermitian
i : Fin N
s : Finset (Fin N)
hi : i ∉ s
h1 : (modes hH)ᵀ * modes hH = 1
hsymm : (densityMatrix hH)ᵀ = densityMatrix hH
⊢ (modes hH * diagonal fun i => if hH.eigenvalues i < 0 then if hH.eigenvalues i < 0 then 1 else 0 else 0) *
      (modes hH)ᵀ =
    (modes hH * diagonal fun k => if hH.eigenvalues k < 0 then 1 else 0) * (modes hH)ᵀ
```

The error lies in `hidem`, the proof that the density matrix equals its own square. The `rw` steps do their work: they leave a single diagonal matrix in the middle, whose entries are the occupation numbers, each 0 or 1, multiplied by themselves. `simp` then turns each product of two `if`s into one `if` nested inside another with the same condition, as the message shows. The inner `if` is redundant, since it is reached only when the condition holds, but `simp` does not by default use the outer condition to simplify the branch inside it. It stops there, with the two sides still different in form.

The repair proves the missing fact separately. `hf` says that each occupation number times itself is that same number; `split_ifs` separates the cases and `norm_num` checks the arithmetic. `simp only [hf]` then replaces the product inside the diagonal matrix before it can be turned into nested `if`s, and the two sides become identical. The added comment only explains the step.

This version goes through:

```diff
@@ -39,9 +39,14 @@
       Matrix.mul_assoc]
   have hidem : densityMatrix hH * densityMatrix hH = densityMatrix hH := by
+    -- occupation numbers are 0 or 1, so they equal their squares
+    have hf : ∀ k, (if hH.eigenvalues k < 0 then (1 : ℝ) else 0) *
+        (if hH.eigenvalues k < 0 then 1 else 0) = if hH.eigenvalues k < 0 then 1 else 0 := by
+      intro k
+      split_ifs <;> norm_num
     unfold densityMatrix
     rw [Matrix.mul_assoc, ← Matrix.mul_assoc (modes hH)ᵀ, ← Matrix.mul_assoc (modes hH)ᵀ,
       h1, Matrix.one_mul, ← Matrix.mul_assoc, Matrix.mul_assoc (modes hH),
       diagonal_mul_diagonal]
-    simp
+    simp only [hf]
   -- the diagonal element is the sum of squares along its row
   have h : densityMatrix hH i i = ∑ j, densityMatrix hH i j ^ 2 := by
```
